# The one-node Coulomb radial functions (2s, 3p, 4d, …) and their energies

Write the 2s function with the 1s decay rate, and it still has one node and still decays, but it leaves a residual in the radial equation that no choice of energy removes. A radial solver compared with it would look wrong on every grid. For an electron of angular momentum $l=0,1,2,\dots$ around a point charge $Z>0$, the correct one-node function $u$ ($r$ times the radial part of the orbital, not normalised) and its energy, in atomic units, are

$$u(r)=r^{l+1}\Bigl(1-\tfrac{Zr}{(l+1)(l+2)}\Bigr)e^{-Zr/(l+2)},\qquad E=-\frac{Z^2}{2(l+2)^2}.$$

The principal quantum number is $n=l+2$. This gives exact reference data for radial codes, for one non-relativistic electron and a fixed nucleus.

## Positive radii and genuine derivatives

In Lean 4 with Mathlib:

```lean
import Mathlib

open MeasureTheory Filter Topology

namespace CoulombOneNode

noncomputable section

/-- `u` solves the Coulomb radial equation `-u''/2 + (l(l+1)/(2r²) - Z/r) u = E u`
(atomic units) at every radius `r > 0`, with `u'` and `u''` true derivatives. -/
def IsRadialSolution (l : ℕ) (Z E : ℝ) (u : ℝ → ℝ) : Prop :=
  ∃ u' u'' : ℝ → ℝ, ∀ r : ℝ, 0 < r →
    HasDerivAt u (u' r) r ∧ HasDerivAt u' (u'' r) r ∧
    -(1 / 2) * u'' r + (l * (l + 1) / (2 * r ^ 2) - Z / r) * u r = E * u r
```

`IsRadialSolution` says that $-u''/2+\bigl(l(l+1)/(2r^2)-Z/r\bigr)u=Eu$ holds at every $r>0$, where `HasDerivAt` makes `u'` and `u''` true derivatives. Physically, the origin is excluded because the potential is singular there, and a kink in $u$ at a radius where $u\neq0$ would amount to an extra delta-shell potential. The definition imposes no boundary conditions. It also starts from the radial equation: the separation $\psi=(u/r)Y_{lm}$ of the three-dimensional problem is the step left to the reader.

To find the parameters, leave the linear coefficient $a$ and the decay rate $k$ free.

```lean
/-- The trial function `r^(l+1) (1 - a r) exp(-k r)` with free parameters `a` and `k`. -/
def trial (l : ℕ) (a k r : ℝ) : ℝ :=
  r ^ (l + 1) * (1 - a * r) * Real.exp (-(k * r))

/-- The closed formula for the slope of the trial function. -/
def trialSlope (l : ℕ) (a k r : ℝ) : ℝ :=
  r ^ l * ((l + 1) - ((l + 2) * a + k) * r + a * k * r ^ 2) * Real.exp (-(k * r))

/-- The radial function `r^(l+1) (1 - Z r/((l+1)(l+2))) exp(-Z r/(l+2))`. -/
def oneNode (l : ℕ) (Z r : ℝ) : ℝ :=
  r ^ (l + 1) * (1 - Z * r / ((l + 1) * (l + 2))) * Real.exp (-Z * r / (l + 2))
```

For $u=r^{l+1}(1-ar)e^{-kr}$ the product rule gives

$$u'=r^l\bigl[(l+1)-((l+2)a+k)r+akr^2\bigr]e^{-kr},$$

$$\begin{aligned}u''=\bigl[&l(l+1)r^{l-1}-(l+1)((l+2)a+2k)r^l\\&+(2(l+2)ak+k^2)r^{l+1}-ak^2r^{l+2}\bigr]e^{-kr}.\end{aligned}$$

In the radial equation the centrifugal term cancels the $r^{l-1}$ term, and what remains of left side minus right side is $r^le^{-kr}(c_0+c_1r+c_2r^2)$ with

$$\begin{aligned}c_0&=(l+1)(a+k)-Z,\\ c_1&=(Z-(l+2)k)a-(E+k^2/2),\\ c_2&=a(E+k^2/2).\end{aligned}$$

The next three results carry out this differentiation. The last uses $r>0$ to divide by $r$, and treats $l=0$ separately when differentiating $r^l$.

```lean
lemma hasDerivAt_decay (k r : ℝ) :
    HasDerivAt (fun x : ℝ => Real.exp (-(k * x))) (Real.exp (-(k * r)) * (-k)) r := by
  have h : HasDerivAt (fun x : ℝ => -(k * x)) (-k) r :=
    ((hasDerivAt_id' r).const_mul k).fun_neg.congr_deriv (by ring)
  exact h.exp

/-- The derivative of the trial function is `trialSlope`. -/
theorem hasDerivAt_trial (l : ℕ) (a k r : ℝ) :
    HasDerivAt (trial l a k) (trialSlope l a k r) r := by
  have hpow : HasDerivAt (fun x : ℝ => x ^ (l + 1)) (((l : ℝ) + 1) * r ^ l) r := by
    simpa using hasDerivAt_pow (l + 1) r
  have hlin : HasDerivAt (fun x : ℝ => 1 - a * x) (-a) r :=
    (((hasDerivAt_id' r).const_mul a).const_sub 1).congr_deriv (by ring)
  have h := (hpow.fun_mul hlin).fun_mul (hasDerivAt_decay k r)
  exact h.congr_deriv (by dsimp only [trialSlope]; ring)

/-- At `r > 0` the second derivative of the trial function is the one demanded by the radial
equation, up to a defect `r^l exp(-k r)` times a quadratic polynomial in `r`. -/
theorem hasDerivAt_trialSlope (l : ℕ) (a k Z E : ℝ) {r : ℝ} (hr : 0 < r) :
    HasDerivAt (trialSlope l a k)
      (2 * ((l * (l + 1) / (2 * r ^ 2) - Z / r - E) * trial l a k r
        - r ^ l * Real.exp (-(k * r)) * (((l + 1) * (a + k) - Z)
          + ((Z - (l + 2) * k) * a - (E + k ^ 2 / 2)) * r
          + a * (E + k ^ 2 / 2) * r ^ 2))) r := by
  have hr0 : r ≠ 0 := hr.ne'
  have hpow : HasDerivAt (fun x : ℝ => x ^ l) (l * r ^ l / r) r := by
    refine (hasDerivAt_pow l r).congr_deriv ?_
    rcases l with _ | m
    · simp
    · rw [Nat.add_sub_cancel, pow_succ]
      field_simp
  have hpoly : HasDerivAt
      (fun x : ℝ => ((l : ℝ) + 1) - ((l + 2) * a + k) * x + a * k * x ^ 2)
      (-((l + 2) * a + k) + 2 * a * k * r) r :=
    ((((hasDerivAt_id' r).const_mul (((l : ℝ) + 2) * a + k)).const_sub ((l : ℝ) + 1)).fun_add
      ((hasDerivAt_pow 2 r).const_mul (a * k))).congr_deriv (by norm_num; ring)
  have h := (hpow.fun_mul hpoly).fun_mul (hasDerivAt_decay k r)
  refine h.congr_deriv ?_
  dsimp only [trial]
  rw [pow_succ r l]
  generalize Real.exp (-(k * r)) = e
  generalize r ^ l = q
  field_simp
  ring
```

Since $r^le^{-kr}\neq0$ for $r>0$, the function is a solution exactly when $c_0=c_1=c_2=0$.

```lean
/-- The trial function solves the radial equation exactly when the three coefficients of the
defect polynomial vanish. -/
theorem trial_solution_iff (l : ℕ) (a k Z E : ℝ) :
    IsRadialSolution l Z E (trial l a k) ↔
      (l + 1) * (a + k) = Z ∧ (Z - (l + 2) * k) * a = E + k ^ 2 / 2 ∧
        a * (E + k ^ 2 / 2) = 0 := by
  constructor
  · rintro ⟨u', u'', h⟩
    have key : ∀ r : ℝ, 0 < r → ((l + 1) * (a + k) - Z)
        + ((Z - (l + 2) * k) * a - (E + k ^ 2 / 2)) * r
        + a * (E + k ^ 2 / 2) * r ^ 2 = 0 := by
      intro r hr
      obtain ⟨_, h2, h3⟩ := h r hr
      -- derivatives are unique, so `u'` is the computed slope near `r`
      have heq : trialSlope l a k =ᶠ[𝓝 r] u' := by
        filter_upwards [Ioi_mem_nhds hr] with x hx
        exact (hasDerivAt_trial l a k x).unique (h x hx).1
      have h4 := (hasDerivAt_trialSlope l a k Z E hr).unique (h2.congr_of_eventuallyEq heq)
      have hpos : r ^ l * Real.exp (-(k * r)) ≠ 0 := by positivity
      refine (mul_eq_zero.mp ?_).resolve_left hpos
      linear_combination h3 - (1 / 2) * h4
    -- a quadratic polynomial with three zeros vanishes
    have k1 := key 1 (by norm_num)
    have k2 := key 2 (by norm_num)
    have k3 := key 3 (by norm_num)
    refine ⟨?_, ?_, ?_⟩
    · linear_combination 3 * k1 - 3 * k2 + k3
    · linear_combination (-5 * k1 + 8 * k2 - 3 * k3) / 2
    · linear_combination (k1 - 2 * k2 + k3) / 2
  · rintro ⟨h0, h1, h2⟩
    refine ⟨trialSlope l a k,
      fun r => 2 * ((l * (l + 1) / (2 * r ^ 2) - Z / r - E) * trial l a k r),
      fun r hr => ⟨hasDerivAt_trial l a k r, ?_, ?_⟩⟩
    · refine (hasDerivAt_trialSlope l a k Z E hr).congr_deriv ?_
      linear_combination
        (-2 * r ^ l * Real.exp (-(k * r))) * (h0 + r * h1 + r ^ 2 * h2)
    · beta_reduce
      ring
```

In the forward direction, uniqueness of derivatives identifies the unknown `u'` with `trialSlope` near each $r>0$, and hence `u''` with the computed second derivative. The quadratic then vanishes at $r=1,2,3$, which forces its coefficients to zero. Conversely, vanishing coefficients make the computed derivatives satisfy the equation.

## A nonzero linear coefficient

The condition $a\neq0$ says that the polynomial factor $1-ar$ has a zero, at $r=1/a$; this is a node of the radial function when $a>0$. By hand, it turns $c_2=0$ into $E=-k^2/2$; then $c_1=0$ gives $k=Z/(l+2)$, and $c_0=0$ gives

$$a=\frac{Z}{l+1}-\frac{Z}{l+2}=\frac{Z}{(l+1)(l+2)}.$$

```lean
/-- A trial function with `a ≠ 0` solves the radial equation if and only if its decay rate,
its linear coefficient and the energy take the stated values. -/
theorem quantization (l : ℕ) {a : ℝ} (k Z E : ℝ) (ha : a ≠ 0) :
    IsRadialSolution l Z E (trial l a k) ↔
      k = Z / (l + 2) ∧ a = Z / ((l + 1) * (l + 2)) ∧ E = -Z ^ 2 / (2 * (l + 2) ^ 2) := by
  have hl1 : (l : ℝ) + 1 ≠ 0 := by positivity
  have hl2 : (l : ℝ) + 2 ≠ 0 := by positivity
  rw [trial_solution_iff]
  constructor
  · rintro ⟨h0, h1, h2⟩
    have hE := (mul_eq_zero.mp h2).resolve_left ha
    have hk := (mul_eq_zero.mp (h1.trans hE)).resolve_right ha
    refine ⟨?_, ?_, ?_⟩
    · rw [eq_div_iff hl2]
      linear_combination -hk
    · rw [eq_div_iff (mul_ne_zero hl1 hl2)]
      linear_combination ((l : ℝ) + 2) * h0 + ((l : ℝ) + 1) * hk
    · rw [eq_div_iff (by positivity)]
      linear_combination 2 * ((l : ℝ) + 2) ^ 2 * hE + (Z + (l + 2) * k) * hk
  · rintro ⟨hk, ha', hE⟩
    have e1 : E + k ^ 2 / 2 = 0 := by
      rw [hE, hk]
      field_simp
      ring
    have e2 : Z - (l + 2) * k = 0 := by
      rw [hk, mul_div_cancel₀ _ hl2, sub_self]
    refine ⟨?_, by rw [e1, e2, zero_mul], by rw [e1, mul_zero]⟩
    rw [ha', hk]
    field_simp
    ring
```

The proof cancels `a` through `ha` in the same order, and checks the converse by substitution. With $a=0$ and $Z\neq0$ the stated values fail: the nodeless solutions 1s, 2p, … have $k=Z/(l+1)$ and $E=-Z^2/(2(l+1)^2)$. Despite its name, `quantization` fixes the energy only within this trial family; it does not determine the hydrogenic spectrum.

## An attractive nucleus

The condition $Z>0$ means attraction. It places the node at the positive radius $R=(l+1)(l+2)/Z$. Writing $u=r^{l+1}(1-r/R)e^{-Zr/(l+2)}$ shows that $u>0$ for $0<r<R$ and $u<0$ for $r>R$.

```lean
/-- For `Z > 0` the function `oneNode` is positive at radii `0 < r < (l+1)(l+2)/Z` and negative
at radii beyond `(l+1)(l+2)/Z`. -/
theorem oneNode_sign (l : ℕ) {Z r : ℝ} (hZ : 0 < Z) (hr : 0 < r) :
    (r < (l + 1) * (l + 2) / Z → 0 < oneNode l Z r) ∧
      ((l + 1) * (l + 2) / Z < r → oneNode l Z r < 0) := by
  have hexp := Real.exp_pos (-Z * r / (l + 2))
  have hpow : 0 < r ^ (l + 1) := by positivity
  have hd : (0 : ℝ) < (l + 1) * (l + 2) := by positivity
  constructor
  · intro h
    rw [lt_div_iff₀ hZ] at h
    have : Z * r / ((l + 1) * (l + 2)) < 1 := by
      rw [div_lt_one hd]
      linarith
    exact mul_pos (mul_pos hpow (by linarith)) hexp
  · intro h
    rw [div_lt_iff₀ hZ] at h
    have : 1 < Z * r / ((l + 1) * (l + 2)) := by
      rw [one_lt_div hd]
      linarith
    exact mul_neg_of_neg_of_pos (mul_neg_of_pos_of_neg hpow (by linarith)) hexp

/-- For `Z > 0` the function `oneNode` solves the Coulomb radial equation with energy
`-Z²/(2(l+2)²)` and has exactly one positive zero. -/
theorem oneNode_solution (l : ℕ) {Z : ℝ} (hZ : 0 < Z) :
    IsRadialSolution l Z (-Z ^ 2 / (2 * (l + 2) ^ 2)) (oneNode l Z) ∧
      ∃! r : ℝ, 0 < r ∧ oneNode l Z r = 0 := by
  constructor
  · have h : oneNode l Z = trial l (Z / ((l + 1) * (l + 2))) (Z / (l + 2)) := by
      funext r
      have h1 : Z * r / (((l : ℝ) + 1) * (l + 2)) = Z / ((l + 1) * (l + 2)) * r := by ring
      have h2 : -Z * r / ((l : ℝ) + 2) = -(Z / (l + 2) * r) := by ring
      rw [oneNode, trial, h1, h2]
    rw [h]
    exact (quantization l _ Z _ (by positivity)).2 ⟨rfl, rfl, rfl⟩
  · refine ⟨(l + 1) * (l + 2) / Z, ⟨by positivity, ?_⟩, ?_⟩
    · have hd : ((l : ℝ) + 1) * (l + 2) ≠ 0 := by positivity
      rw [oneNode, mul_div_cancel₀ _ hZ.ne', div_self hd, sub_self, mul_zero, zero_mul]
    · -- away from the node the function has a strict sign
      rintro r ⟨hr, h0⟩
      rcases lt_trichotomy r ((l + 1) * (l + 2) / Z) with h | h | h
      · exact absurd h0 ((oneNode_sign l hZ hr).1 h).ne'
      · exact h
      · exact absurd h0 ((oneNode_sign l hZ hr).2 h).ne
```

`oneNode_solution` rewrites `oneNode` as a `trial` function and applies `quantization`, with $Z>0$ supplying $a\neq0$. For `∃!`, it evaluates $u(R)=0$ and excludes every other positive radius by sign. The count concerns positive radii because $u(0)=0$ as well. For $Z\le0$ there is no positive zero.

Attraction also makes the exponential decay, so that

$$u^2=\bigl(r^{2l+2}-2ar^{2l+3}+a^2r^{2l+4}\bigr)e^{-2Zr/(l+2)}$$

is integrable term by term, which is how the last proof proceeds. For $Z\le0$ integrability fails.

```lean
/-- For `Z > 0` the square of `oneNode` is integrable over the half-line `r > 0`. -/
theorem oneNode_normalizable (l : ℕ) {Z : ℝ} (hZ : 0 < Z) :
    IntegrableOn (fun r => oneNode l Z r ^ 2) (Set.Ioi 0) := by
  have hb : 0 < 2 * Z / ((l : ℝ) + 2) := by positivity
  have hI : ∀ m : ℕ, Integrable (fun r : ℝ => r ^ m * Real.exp (-(2 * Z / ((l : ℝ) + 2)) * r))
      (volume.restrict (Set.Ioi 0)) := by
    intro m
    have hm : (-1 : ℝ) < m := by
      have := Nat.cast_nonneg (α := ℝ) m
      linarith
    have h := integrableOn_rpow_mul_exp_neg_mul_rpow (p := 1) hm (by norm_num) hb
    simpa only [IntegrableOn, Real.rpow_natCast, Real.rpow_one] using h
  -- expand the square into three powers times the same exponential
  have h := ((hI (2 * l + 2)).sub
    ((hI (2 * l + 3)).const_mul (2 * (Z / (((l : ℝ) + 1) * (l + 2)))))).add
    ((hI (2 * l + 4)).const_mul ((Z / (((l : ℝ) + 1) * (l + 2))) ^ 2))
  refine h.congr (ae_of_all _ fun r => ?_)
  have he : Real.exp (-(2 * Z / ((l : ℝ) + 2)) * r) = Real.exp (-Z * r / (l + 2)) ^ 2 := by
    rw [sq, ← Real.exp_add]
    congr 1
    ring
  simp only [Pi.add_apply, Pi.sub_apply, oneNode]
  rw [he]
  ring

end

end CoulombOneNode
```

The function is unnormalised. The theorem gives a finite integral; evaluating it with $\int_0^\infty r^me^{-br}\,dr=m!/b^{m+1}$ yields

$$\int_0^\infty u^2\,dr=\frac{(2l+2)!\,(l+2)}{2(l+1)^2}\Bigl(\frac{l+2}{2Z}\Bigr)^{2l+3},$$

and dividing $u$ by the square root of this value normalises it.

```lean
#print axioms CoulombOneNode.oneNode_solution
-- 'CoulombOneNode.oneNode_solution' depends on axioms: [propext, Classical.choice, Quot.sound]
#print axioms CoulombOneNode.oneNode_normalizable
-- 'CoulombOneNode.oneNode_normalizable' depends on axioms: [propext, Classical.choice, Quot.sound]
```
